# The perfect-metal image formula overbinds a charge above a two-dimensional Thomas–Fermi metal

If the energy of a unit charge at height \(h\) above a two-dimensional Thomas–Fermi metal is taken from the image formula \(-1/(4h)\), in atomic units, the charge comes out too strongly bound. The formula belongs to a perfect metal, which cancels the potential in its plane at every wavelength. A sheet with a finite density of states screens short wavelengths only in part. Within linear Thomas–Fermi response, with screening wavevector \(s>0\), the energy \(W\) satisfies

\[
-\frac1{4h} < W < -\frac1{4h}+\frac1{8sh^2}.
\]

The error is thus less than a fraction \(1/(2sh)\) of the image energy. For an ion above a metallic monolayer, this bounds the error of the image formula, provided that the ion can be treated as a point charge and the layer as an infinite, infinitely thin sheet in vacuum with linear Thomas–Fermi response. The bound is close to the actual error when \(sh\) is large.

In Lean 4 with Mathlib:

```lean
import Mathlib

open MeasureTheory Set Filter Topology

namespace ImageChargeTwoDimensionalMetal

noncomputable section
```

## Screening in the sheet

Gaussian atomic units are used, and \(k>0\) is the length of the in-plane wavevector. The Coulomb potential \(1/r\) of a unit charge at height \(h\) has the in-plane Fourier component \((2\pi/k)e^{-kh}\). A charge component \(\sigma\) in the sheet itself adds \((2\pi/k)\sigma\), so the total potential in the sheet is

\[
\phi=\frac{2\pi}{k}\left(e^{-kh}+\sigma\right).
\]

```lean
/-- Potential in the metal sheet at in-plane wavevector `k > 0`, produced by a unit charge at height
`h ≥ 0` together with an induced sheet charge `σ`. -/
def sheetPotential (h k σ : ℝ) : ℝ :=
  2 * Real.pi / k * (Real.exp (-(k * h)) + σ)
```

Thomas–Fermi response sets \(\sigma=-\frac{s}{2\pi}\phi\). The constant \(s/(2\pi)\) stands for the electronic density of states at the Fermi level per unit area, and it is taken to be the same at all \(k\). Inserting \(\phi\) gives \(k\sigma=-s(e^{-kh}+\sigma)\), hence

\[
\sigma=-\frac{s}{k+s}\,e^{-kh}.
\]

This solution is named first. The energy is then half the interaction of the external charge with the induced charge, where the half accounts for the work of polarising a linear medium:

\[
W=\frac12\int_0^\infty \frac{2\pi k\,dk}{(2\pi)^2}\,\frac{2\pi}{k}e^{-kh}\,\sigma .
\]

```lean
/-- Charge induced in the sheet at wavevector `k > 0` by a unit charge at height `h ≥ 0`, for
screening wavevector `s > 0`. -/
def inducedCharge (s h k : ℝ) : ℝ :=
  -(s / (k + s)) * Real.exp (-(k * h))

/-- Energy of the unit charge: half its Coulomb interaction with the induced charge, integrated
over the plane of wavevectors in polar form (`k > 0`), for `s > 0` and `h > 0`. -/
def imageEnergy (s h : ℝ) : ℝ :=
  1 / 2 * ∫ k in Ioi (0 : ℝ), 2 * Real.pi * k / (2 * Real.pi) ^ 2 *
    (2 * Real.pi / k * Real.exp (-(k * h))) * inducedCharge s h k
```

In `imageEnergy s h` the set `Ioi (0 : ℝ)` is the half-line \(k>0\), and the factor \(2\pi k/(2\pi)^2\) is the measure of the wavevector plane in polar form. The next theorem ties the induced charge to the response law: for \(s,k>0\) it solves the screening equation, and no other \(\sigma\) does.

```lean
/-- For `k, s > 0`, a sheet charge responds linearly to the total potential, with coefficient
`-s/(2π)`, exactly when it is the induced charge `-(s/(k+s)) exp(-kh)`. -/
theorem screening_equation_iff {s k : ℝ} (hs : 0 < s) (hk : 0 < k) (h σ : ℝ) :
    σ = -(s / (2 * Real.pi)) * sheetPotential h k σ ↔ σ = inducedCharge s h k := by
  have hks : k + s ≠ 0 := by positivity
  have hpi := Real.pi_ne_zero
  have hk0 := hk.ne'
  unfold sheetPotential inducedCharge
  generalize Real.exp (-(k * h)) = E
  have hL : -(s / (2 * Real.pi)) * (2 * Real.pi / k * (E + σ)) = -(s * (E + σ)) / k := by
    field_simp
  have hR : -(s / (k + s)) * E = -(s * E) / (k + s) := by ring
  rw [hL, hR, eq_div_iff hk0, eq_div_iff hks]
  constructor <;> intro H <;> linear_combination H
```

The proof writes \(E\) for the exponential and clears both denominators. Each direction of the equivalence is then the linear rearrangement above.

## Reduction to one integral

The Coulomb kernel cancels the polar measure, since \(\frac{2\pi k}{(2\pi)^2}\cdot\frac{2\pi}{k}=1\). The two factors \(e^{-kh}\), one from the potential and one from the induced charge, combine to \(e^{-2kh}\):

\[
W=-\frac12\int_0^\infty \frac{s}{k+s}\,e^{-2kh}\,dk .
\]

```lean
/-- The energy is `-1/2` times the integral over `k > 0` of `exp(-2kh) s/(k+s)`. -/
theorem imageEnergy_eq (s h : ℝ) :
    imageEnergy s h =
      -(1 / 2) * ∫ k in Ioi (0 : ℝ), s / (k + s) * Real.exp (-(2 * h * k)) := by
  unfold imageEnergy
  rw [← integral_const_mul, ← integral_const_mul]
  refine setIntegral_congr_fun measurableSet_Ioi fun k hk => ?_
  have hk0 : k ≠ 0 := (mem_Ioi.1 hk).ne'
  have hpi := Real.pi_ne_zero
  -- the Coulomb kernel cancels the polar measure
  have hc : 2 * Real.pi * k / (2 * Real.pi) ^ 2 * (2 * Real.pi / k) = 1 := by field_simp
  have he : Real.exp (-(2 * h * k)) = Real.exp (-(k * h)) * Real.exp (-(k * h)) := by
    rw [← Real.exp_add]
    congr 1
    ring
  simp only [inducedCharge]
  rw [he]
  linear_combination (-(1 / 2) * (s / (k + s)) * Real.exp (-(k * h)) ^ 2) * hc
```

The integrands are compared at each \(k>0\); `hc` is the cancellation and `he` the product of exponentials.

## Bounds on the screening factor

With \(t=k/s>0\) the screening factor is \(1/(1+t)\), and

\[
\frac1{1+t}-(1-t)=\frac{t^2}{1+t},\qquad
1-t+t^2-\frac1{1+t}=\frac{t^3}{1+t},\qquad
1-\frac1{1+t}=\frac{t}{1+t}.
\]

All three right-hand sides are positive.

```lean
/-- For `k, s > 0` the screening factor `s/(k+s)` lies strictly between its first- and
second-order expansions in `k/s`, and strictly below one. -/
theorem screening_bounds {s k : ℝ} (hs : 0 < s) (hk : 0 < k) :
    1 - k / s < s / (k + s) ∧ s / (k + s) < 1 - k / s + (k / s) ^ 2 ∧ s / (k + s) < 1 := by
  obtain ⟨t, ht, rfl⟩ : ∃ t, 0 < t ∧ k = t * s :=
    ⟨k / s, div_pos hk hs, (div_mul_cancel₀ k hs.ne').symm⟩
  have hd : 0 < t * s + s := by positivity
  rw [mul_div_cancel_right₀ t hs.ne']
  refine ⟨?_, ?_, ?_⟩
  · rw [lt_div_iff₀ hd]
    nlinarith [mul_pos hs (pow_pos ht 2)]
  · rw [div_lt_iff₀ hd]
    nlinarith [mul_pos hs (pow_pos ht 3)]
  · rw [div_lt_one hd]
    nlinarith [mul_pos ht hs]
```

The code substitutes \(k=ts\), multiplies by the positive denominator, and gives `nlinarith` the positive term that remains in each case.

## Exponential moments and their integrability

The substitution \(u=2hk\) turns each moment into a Gamma integral:

\[
\int_0^\infty k^n e^{-2hk}\,dk=\frac{n!}{(2h)^{n+1}} .
\]

```lean
/-- For `h > 0`, the `n`-th moment of `exp(-2hk)` over `k > 0` is `n!/(2h)^(n+1)`. -/
theorem moment {h : ℝ} (hh : 0 < h) (n : ℕ) :
    ∫ k in Ioi (0 : ℝ), k ^ n * Real.exp (-(2 * h * k)) =
      (Nat.factorial n : ℝ) / (2 * h) ^ (n + 1) := by
  have H := Real.integral_rpow_mul_exp_neg_mul_Ioi (a := (n : ℝ) + 1) (r := 2 * h)
    (by positivity) (by positivity)
  rw [Real.Gamma_nat_eq_factorial] at H
  simp only [add_sub_cancel_right, Real.rpow_natCast] at H
  rw [← Nat.cast_succ, Real.rpow_natCast] at H
  rw [H, one_div, inv_pow, div_eq_mul_inv]
  exact mul_comm _ _
```

By linearity,

\[
\int_0^\infty (a+bk+ck^2)\,e^{-2hk}\,dk=\frac{a}{2h}+\frac{b}{(2h)^2}+\frac{2c}{(2h)^3}.
\]

Linearity needs each term to be integrable, and this is where the proof uses a particular feature of Mathlib.

```lean
/-- For `h > 0`, a quadratic in `k` weighted by `exp(-2hk)` is integrable over `k > 0`, with the
stated integral. -/
theorem quadratic_integral {h : ℝ} (hh : 0 < h) (a b c : ℝ) :
    Integrable (fun k : ℝ => (a + b * k + c * k ^ 2) * Real.exp (-(2 * h * k)))
      (volume.restrict (Ioi 0)) ∧
    ∫ k in Ioi (0 : ℝ), (a + b * k + c * k ^ 2) * Real.exp (-(2 * h * k)) =
      a / (2 * h) + b / (2 * h) ^ 2 + 2 * c / (2 * h) ^ 3 := by
  -- a non-zero integral certifies integrability
  have i (n : ℕ) : Integrable (fun k : ℝ => k ^ n * Real.exp (-(2 * h * k)))
      (volume.restrict (Ioi 0)) := by
    by_contra hn
    have H := moment hh n
    rw [integral_undef hn] at H
    exact absurd H (by positivity : (0 : ℝ) < (Nat.factorial n : ℝ) / (2 * h) ^ (n + 1)).ne
  have e : (fun k : ℝ => (a + b * k + c * k ^ 2) * Real.exp (-(2 * h * k))) =
      fun k => a * (k ^ 0 * Real.exp (-(2 * h * k))) + b * (k ^ 1 * Real.exp (-(2 * h * k)))
        + c * (k ^ 2 * Real.exp (-(2 * h * k))) := by
    funext k
    ring
  have i01 : Integrable (fun k : ℝ => a * (k ^ 0 * Real.exp (-(2 * h * k)))
      + b * (k ^ 1 * Real.exp (-(2 * h * k)))) (volume.restrict (Ioi 0)) :=
    ((i 0).const_mul a).add ((i 1).const_mul b)
  rw [e]
  refine ⟨i01.add ((i 2).const_mul c), ?_⟩
  rw [integral_add i01 ((i 2).const_mul c), integral_add ((i 0).const_mul a) ((i 1).const_mul b),
    integral_const_mul, integral_const_mul, integral_const_mul, moment hh 0, moment hh 1,
    moment hh 2, Nat.factorial_zero, Nat.factorial_one, Nat.factorial_two]
  push_cast
  ring
```

Mathlib gives the integral of a non-integrable function the value 0, a convention recorded in `integral_undef`. The lemma `moment` has already found the value \(n!/(2h)^{n+1}\), which is positive. If the integrand were not integrable, the same integral would be 0, a contradiction. The computed value therefore certifies integrability, with no separate estimate of the tail. The argument needs a non-zero value; an integral found to be 0 would decide nothing.

## Strict inequalities under the integral

If \(f(k)<g(k)\) for all \(k>0\) and both are integrable, then \(g-f\) is positive on a set of positive measure, so \(\int f<\int g\).

```lean
/-- If two real functions are integrable over `k > 0` and the first lies strictly below the second
at every `k > 0`, then the integral of the first over `k > 0` is strictly smaller. -/
theorem integral_strict {f g : ℝ → ℝ} (hf : Integrable f (volume.restrict (Ioi 0)))
    (hg : Integrable g (volume.restrict (Ioi 0))) (hfg : ∀ k, 0 < k → f k < g k) :
    ∫ k in Ioi (0 : ℝ), f k < ∫ k in Ioi (0 : ℝ), g k := by
  have hi : IntegrableOn (fun k => g k - f k) (Ioi 0) := hg.sub hf
  have h0 : 0 ≤ᵐ[volume.restrict (Ioi 0)] (fun k => g k - f k) := by
    filter_upwards [ae_restrict_mem measurableSet_Ioi] with k hk
    change (0 : ℝ) ≤ g k - f k
    linarith [hfg k hk]
  have hsub : Ioi (0 : ℝ) ⊆ Function.support (fun k => g k - f k) ∩ Ioi 0 :=
    fun k hk => ⟨(sub_pos.2 (hfg k hk)).ne', hk⟩
  have hv : (0 : ENNReal) < volume (Ioi (0 : ℝ)) := by simp
  have hp := (setIntegral_pos_iff_support_of_nonneg_ae h0 hi).2 (hv.trans_le (measure_mono hsub))
  rw [integral_sub hg hf] at hp
  linarith
```

## The energy between its bounds

Let \(J=\int_0^\infty \frac{s}{k+s}e^{-2hk}\,dk\), so that \(W=-J/2\). Multiplying the three bounds on the screening factor by \(e^{-2hk}\) and integrating gives

\[
J<\frac1{2h},\qquad
J>\frac1{2h}-\frac1{4sh^2},\qquad
J<\frac1{2h}-\frac1{4sh^2}+\frac1{4s^2h^3}.
\]

Multiplication by \(-\tfrac12\) reverses the inequalities:

\[
W>-\frac1{4h},\qquad
W<-\frac1{4h}+\frac1{8sh^2},\qquad
W>-\frac1{4h}+\frac1{8sh^2}-\frac1{8s^2h^3}.
\]

```lean
/-- For `s, h > 0` the energy lies strictly above the perfect-metal value `-1/(4h)`, by less than
`1/(8sh²)` and by more than `1/(8sh²) - 1/(8s²h³)`. -/
theorem imageEnergy_bounds {s h : ℝ} (hs : 0 < s) (hh : 0 < h) :
    -1 / (4 * h) < imageEnergy s h ∧
    imageEnergy s h < -1 / (4 * h) + 1 / (8 * s * h ^ 2) ∧
    -1 / (4 * h) + 1 / (8 * s * h ^ 2) - 1 / (8 * s ^ 2 * h ^ 3) < imageEnergy s h := by
  have q0 := quadratic_integral hh 1 0 0
  have q1 := quadratic_integral hh 1 (-1 / s) 0
  have q2 := quadratic_integral hh 1 (-1 / s) (1 / s ^ 2)
  have hJ : Integrable (fun k : ℝ => s / (k + s) * Real.exp (-(2 * h * k)))
      (volume.restrict (Ioi 0)) := by
    refine q0.1.mono' (Measurable.aestronglyMeasurable (by fun_prop)) ?_
    filter_upwards [ae_restrict_mem measurableSet_Ioi] with k hk
    have hk' : 0 < k := hk
    rw [Real.norm_of_nonneg (by positivity)]
    refine mul_le_mul_of_nonneg_right ?_ (Real.exp_pos _).le
    linarith [(screening_bounds hs hk').2.2]
  -- integrate the three bounds on the screening factor
  have b0 := integral_strict hJ q0.1 fun k hk => by
    refine mul_lt_mul_of_pos_right ?_ (Real.exp_pos _)
    linarith [(screening_bounds hs hk).2.2]
  have b1 := integral_strict q1.1 hJ fun k hk => by
    refine mul_lt_mul_of_pos_right ?_ (Real.exp_pos _)
    have e : 1 + -1 / s * k + 0 * k ^ 2 = 1 - k / s := by ring
    rw [e]
    exact (screening_bounds hs hk).1
  have b2 := integral_strict hJ q2.1 fun k hk => by
    refine mul_lt_mul_of_pos_right ?_ (Real.exp_pos _)
    have e : 1 + -1 / s * k + 1 / s ^ 2 * k ^ 2 = 1 - k / s + (k / s) ^ 2 := by ring
    rw [e]
    exact (screening_bounds hs hk).2.1
  rw [q0.2] at b0
  rw [q1.2] at b1
  rw [q2.2] at b2
  rw [imageEnergy_eq]
  refine ⟨?_, ?_, ?_⟩
  · have e : -1 / (4 * h) = -(1 / 2) * (1 / (2 * h) + 0 / (2 * h) ^ 2 + 2 * 0 / (2 * h) ^ 3) := by
      ring
    rw [e]
    linarith
  · have e : -1 / (4 * h) + 1 / (8 * s * h ^ 2) =
        -(1 / 2) * (1 / (2 * h) + -1 / s / (2 * h) ^ 2 + 2 * 0 / (2 * h) ^ 3) := by ring
    rw [e]
    linarith
  · have e : -1 / (4 * h) + 1 / (8 * s * h ^ 2) - 1 / (8 * s ^ 2 * h ^ 3) =
        -(1 / 2) * (1 / (2 * h) + -1 / s / (2 * h) ^ 2 + 2 * (1 / s ^ 2) / (2 * h) ^ 3) := by ring
    rw [e]
    linarith
```

The three conjuncts are these inequalities in order, for every \(s,h>0\). The third improves on the first when \(sh>1\). In the proof, `hJ` obtains the integrability of the screened integrand by comparison with \(e^{-2hk}\), and `b0`, `b1` and `b2` are the three bounds on \(J\).

The model leaves out the thickness of the sheet, any dielectric surroundings, nonlinear response and the periodic images of a supercell.

## The leading correction at strong screening

Adding \(1/(4h)\) to the last two bounds and multiplying by \(s\) gives

\[
\frac1{8h^2}-\frac1{8sh^3}<s\left(W+\frac1{4h}\right)<\frac1{8h^2}.
\]

At fixed \(h\) both ends tend to \(1/(8h^2)\) as \(s\to\infty\), so the coefficient in the upper bound is the exact leading one.

```lean
/-- At fixed height `h > 0`, the excess over the perfect-metal energy, multiplied by `s`, tends to
`1/(8h²)` as the screening wavevector `s` tends to infinity. -/
theorem leading_correction {h : ℝ} (hh : 0 < h) :
    Tendsto (fun s => s * (imageEnergy s h + 1 / (4 * h))) atTop (𝓝 (1 / (8 * h ^ 2))) := by
  have hl : Tendsto (fun s : ℝ => 1 / (8 * h ^ 2) - 1 / (8 * h ^ 3) * s⁻¹) atTop
      (𝓝 (1 / (8 * h ^ 2))) := by
    have h0 : Tendsto (fun s : ℝ => s⁻¹) atTop (𝓝 0) := tendsto_inv_atTop_zero
    have h1 := (h0.const_mul (1 / (8 * h ^ 3))).const_sub (1 / (8 * h ^ 2))
    rw [mul_zero, sub_zero] at h1
    exact h1
  refine tendsto_of_tendsto_of_tendsto_of_le_of_le' hl tendsto_const_nhds ?_ ?_
  · filter_upwards [eventually_gt_atTop (0 : ℝ)] with s hs
    have e : 1 / (8 * h ^ 2) - 1 / (8 * h ^ 3) * s⁻¹ =
        s * (1 / (8 * s * h ^ 2) - 1 / (8 * s ^ 2 * h ^ 3)) := by
      field_simp
    rw [e]
    refine mul_le_mul_of_nonneg_left ?_ hs.le
    have e' : -1 / (4 * h) = -(1 / (4 * h)) := by ring
    linarith [(imageEnergy_bounds hs hh).2.2]
  · filter_upwards [eventually_gt_atTop (0 : ℝ)] with s hs
    have e : 1 / (8 * h ^ 2) = s * (1 / (8 * s * h ^ 2)) := by
      field_simp
    rw [e]
    refine mul_le_mul_of_nonneg_left ?_ hs.le
    have e' : -1 / (4 * h) = -(1 / (4 * h)) := by ring
    linarith [(imageEnergy_bounds hs hh).2.1]

end

end ImageChargeTwoDimensionalMetal
```

Here `atTop` expresses \(s\to\infty\), and `hl` is the limit of the lower end. The squeeze needs its inequalities only for large \(s\), so the code restricts to \(s>0\) and takes them from `imageEnergy_bounds`.

```lean
#print axioms ImageChargeTwoDimensionalMetal.screening_equation_iff
#print axioms ImageChargeTwoDimensionalMetal.imageEnergy_bounds
#print axioms ImageChargeTwoDimensionalMetal.leading_correction
```

```
'ImageChargeTwoDimensionalMetal.screening_equation_iff' depends on axioms: [propext, Classical.choice, Quot.sound]
'ImageChargeTwoDimensionalMetal.imageEnergy_bounds' depends on axioms: [propext, Classical.choice, Quot.sound]
'ImageChargeTwoDimensionalMetal.leading_correction' depends on axioms: [propext, Classical.choice, Quot.sound]
```
